# With weights and unshifted gaps held fixed, a Madelung shift changes the MP2 energy by a term of order $N^{-1/3}$

**Q:** Take one excitation with weight $w>0$ and gap $D>0$. Its second-order energy, with the gap changed by $s$, is $E(s)=-w/(D+s)$, and so
$$E(s)-E(0)=\frac{w}{D}-\frac{w}{D+s}=\frac{w\,s}{D(D+s)}.$$
Put $s=cN^{-1/3}$ with $c$ real, multiply by $N^{1/3}$, and the limit is $cw/D^2$. I accept that. What does it have to do with a periodic solid?

**A:** Let $N$ be the number of k-points in a three-dimensional mesh refined uniformly. The equivalent supercell has length proportional to $N^{1/3}$, and its Madelung constant falls off as the inverse length. If the exchange term that diverges at zero momentum transfer is simply left out, the occupied levels are displaced by an amount of that size. The resulting change of the gaps is modelled as $cN^{-1/3}$, the same for every excitation.

**Q:** A solid has many excitations. Does the argument survive the sum?

**A:** Yes, for finitely many. Let $k$ label excitations, not k-points, with weights $w_k$ and gaps $D_k>0$. Adding the one-term identities gives
$$E(s)-E(0)=s\sum_k\frac{w_k}{D_k(D_k+s)}.$$
Suppose $N^{1/3}s_N\to c$. Then $s_N=N^{-1/3}\,(N^{1/3}s_N)\to0$, the shifted gaps are nonzero for large $N$, and each term of the finite sum converges. Hence
$$N^{1/3}\bigl(E(s_N)-E(0)\bigr)\to cR,\qquad R=\sum_k\frac{w_k}{D_k^2}.$$

For the next order, use
$$\frac1{D_k(D_k+s)}-\frac1{D_k^2}=-\frac{s}{D_k^2(D_k+s)},$$
which gives
$$E(s)-E(0)-sR=-s^2\sum_k\frac{w_k}{D_k^2(D_k+s)}.$$
With $s_N=cN^{-1/3}$ we have $N^{2/3}s_N^2=c^2$, so $N^{2/3}$ times this remainder tends to $-c^2\sum_k w_k/D_k^3$.

**Q:** Now show me what the formal version calls an energy.

**A:** The excitations form a finite type `ι`, and `w` and `D` are real functions on it.

In Lean 4 with Mathlib:

```lean
import Mathlib

open Filter Topology

namespace PeriodicMP2Madelung

noncomputable section

variable {ι : Type*} [Fintype ι]
```

The energy is the sum above, with one shift `s` common to all gaps.

```lean
/-- Second-order energy with weights `w` and gaps `D`, all gaps being changed by `s`;
the domain is `D k + s ≠ 0` for every excitation `k`. -/
def shiftedEnergy (w D : ι → ℝ) (s : ℝ) : ℝ := -∑ k, w k / (D k + s)
```

The number $R$ is `gapResponse`.

```lean
/-- The sum of weights over squared gaps, for nonzero gaps. -/
def gapResponse (w D : ι → ℝ) : ℝ := ∑ k, w k / D k ^ 2
```

The named shift is $cN^{-1/3}$. Its form is an input: no lattice sum is evaluated.

```lean
/-- A shift proportional to the inverse cube root of the number `N ≥ 1` of k-points. -/
def madelungShift (c : ℝ) (N : ℕ) : ℝ := c * (N : ℝ) ^ (-(1 / 3 : ℝ))
```

**Q:** Where is the algebra?

**A:** In two identities that hold at any finite shift, provided no gap vanishes before or after it. For the first, the proof compares the sums term by term. `div_sub_div` puts each pair over a common denominator, and `ring` confirms that $w_k(D_k+s)-D_kw_k=s\,w_k$.

```lean
/-- The exact change of the second-order energy under a uniform gap shift, when neither
the original nor the shifted gaps vanish. -/
theorem energy_change (w D : ι → ℝ) (s : ℝ) (hD : ∀ k, D k ≠ 0)
    (hs : ∀ k, D k + s ≠ 0) :
    shiftedEnergy w D s - shiftedEnergy w D 0 = s * ∑ k, w k / (D k * (D k + s)) := by
  unfold shiftedEnergy
  simp only [add_zero]
  rw [Finset.mul_sum, neg_sub_neg, ← Finset.sum_sub_distrib]
  refine Finset.sum_congr rfl fun k _ => ?_
  rw [div_sub_div _ _ (hD k) (hs k), ← mul_div_assoc]
  congr 1
  ring
```

The second starts from the first, subtracts the linear term, and cross-multiplies with `div_eq_div_iff` before `ring` finishes.

```lean
/-- The exact remainder after the linear response to a gap shift is subtracted, when neither
the original nor the shifted gaps vanish. -/
theorem energy_remainder (w D : ι → ℝ) (s : ℝ) (hD : ∀ k, D k ≠ 0)
    (hs : ∀ k, D k + s ≠ 0) :
    shiftedEnergy w D s - shiftedEnergy w D 0 - s * gapResponse w D
      = -s ^ 2 * ∑ k, w k / (D k ^ 2 * (D k + s)) := by
  rw [energy_change w D s hD hs]
  unfold gapResponse
  simp only [Finset.mul_sum]
  rw [← Finset.sum_sub_distrib]
  refine Finset.sum_congr rfl fun k _ => ?_
  have h1 := hD k
  have h2 := hs k
  have h3 := pow_ne_zero 2 h1
  rw [← mul_div_assoc, ← mul_div_assoc, ← mul_div_assoc,
    div_sub_div _ _ (mul_ne_zero h1 h2) h3,
    div_eq_div_iff (mul_ne_zero (mul_ne_zero h1 h2) h3) (mul_ne_zero h3 h2)]
  ring
```

**Q:** And the limits? You divided by powers of $N$ rather freely.

**A:** For $N\ge1$ that is justified by $N^{-1/3}N^{1/3}=1$.

```lean
/-- For at least one k-point, the inverse cube root times the cube root is one. -/
lemma cubeRoot_cancel {N : ℕ} (hN : 1 ≤ N) :
    (N : ℝ) ^ (-(1 / 3 : ℝ)) * (N : ℝ) ^ (1 / 3 : ℝ) = 1 := by
  have hp : (0 : ℝ) < N := by exact_mod_cast hN
  rw [← Real.rpow_add hp, neg_add_cancel, Real.rpow_zero]
```

The next lemma multiplies $N^{-1/3}\to0$ by the assumed limit $N^{1/3}s_N\to c$ and cancels the powers, so the shift vanishes.

```lean
/-- A shift whose product with the cube root of `N` converges must itself vanish
as `N` grows. -/
lemma shift_tendsto_zero {s : ℕ → ℝ} {c : ℝ}
    (hs : Tendsto (fun N : ℕ => (N : ℝ) ^ (1 / 3 : ℝ) * s N) atTop (𝓝 c)) :
    Tendsto s atTop (𝓝 0) := by
  have h0 : Tendsto (fun N : ℕ => (N : ℝ) ^ (-(1 / 3 : ℝ))) atTop (𝓝 0) :=
    (tendsto_rpow_neg_atTop (by norm_num)).comp tendsto_natCast_atTop_atTop
  have h := h0.mul hs
  rw [zero_mul] at h
  refine h.congr' ?_
  filter_upwards [eventually_ge_atTop 1] with N hN
  rw [← mul_assoc, cubeRoot_cancel hN, one_mul]
```

Then come the sums. Positive gaps stay nonzero for all large $N$, which is what `∀ᶠ N in atTop` says, and the sums converge term by term. The exponent `p` lets one lemma serve both orders: $p=1$ for the leading error, $p=2$ for the remainder.

```lean
/-- With positive gaps and a vanishing shift, the shifted gaps are eventually nonzero and
the weighted sums of inverse gaps converge to their unshifted values. -/
lemma gap_sums_tendsto (w D : ι → ℝ) (hD : ∀ k, 0 < D k) {s : ℕ → ℝ}
    (hs : Tendsto s atTop (𝓝 0)) (p : ℕ) :
    (∀ᶠ N in atTop, ∀ k, D k + s N ≠ 0) ∧
    Tendsto (fun N => ∑ k, w k / (D k ^ p * (D k + s N))) atTop
      (𝓝 (∑ k, w k / D k ^ (p + 1))) := by
  have hg : ∀ k, Tendsto (fun N => D k + s N) atTop (𝓝 (D k)) := fun k => by
    have h := hs.const_add (D k)
    rwa [add_zero] at h
  constructor
  · exact eventually_all.2 fun k =>
      ((hg k).eventually (lt_mem_nhds (hD k))).mono fun N h => LT.lt.ne' h
  · refine tendsto_finsetSum _ fun k _ => ?_
    have h := (hg k).const_mul (D k ^ p)
    rw [← pow_succ] at h
    exact tendsto_const_nhds.div h (pow_ne_zero _ (hD k).ne')
```

**Q:** So the main theorem is just a product of two limits?

**A:** Exactly. `hs.mul hsum` multiplies $N^{1/3}s_N\to c$ by the convergent sum, and `energy_change` identifies the product with the scaled energy error for large $N$. The weights may have either sign here, and the shift need only behave like $cN^{-1/3}$ asymptotically.

```lean
/-- For positive gaps and any shift `s N` with `N^(1/3) s N → c`, the energy error times
`N^(1/3)` tends to `c` times the sum of weights over squared gaps. -/
theorem error_limit (w D : ι → ℝ) (hD : ∀ k, 0 < D k) {s : ℕ → ℝ} {c : ℝ}
    (hs : Tendsto (fun N : ℕ => (N : ℝ) ^ (1 / 3 : ℝ) * s N) atTop (𝓝 c)) :
    Tendsto (fun N : ℕ => (N : ℝ) ^ (1 / 3 : ℝ) *
      (shiftedEnergy w D (s N) - shiftedEnergy w D 0)) atTop
      (𝓝 (c * gapResponse w D)) := by
  obtain ⟨hne, hsum⟩ := gap_sums_tendsto w D hD (shift_tendsto_zero hs) 1
  simp only [pow_one, Nat.reduceAdd] at hsum
  refine (hs.mul hsum).congr' ?_
  filter_upwards [hne] with N hN
  rw [energy_change w D (s N) (fun k => (hD k).ne') hN, mul_assoc]
```

The Madelung shift satisfies that hypothesis, since its scaled value equals $c$ for every $N\ge1$.

```lean
/-- The Madelung shift times the cube root of `N` tends to its coefficient. -/
lemma madelungShift_scaled (c : ℝ) :
    Tendsto (fun N : ℕ => (N : ℝ) ^ (1 / 3 : ℝ) * madelungShift c N) atTop (𝓝 c) := by
  refine tendsto_const_nhds.congr' ?_
  filter_upwards [eventually_ge_atTop 1] with N hN
  unfold madelungShift
  linear_combination (-c) * cubeRoot_cancel hN
```

**Q:** A limit could be zero. Then you haven't shown an $N^{-1/3}$ error at all.

**A:** Correct, and that is why the next theorem asks for more: $c\ne0$, nonnegative weights, and at least one positive weight. Then $R>0$ and $L=|cR|>0$. The absolute scaled error tends to $L$, so it eventually lies between $L/2$ and $2L$. Multiplying by $N^{-1/3}$ gives the two bounds. The theorem doesn't say how large $N$ must be.

```lean
/-- For positive gaps, nonnegative weights that are not all zero and `c ≠ 0`, the error caused
by the Madelung shift eventually lies between two positive multiples of `N^(-1/3)`. -/
theorem madelung_error_sharp (w D : ι → ℝ) (hD : ∀ k, 0 < D k) (hw : ∀ k, 0 ≤ w k)
    (hpos : ∃ k, 0 < w k) {c : ℝ} (hc : c ≠ 0) :
    0 < |c * gapResponse w D| ∧ ∀ᶠ N : ℕ in atTop,
      |c * gapResponse w D| / 2 * (N : ℝ) ^ (-(1 / 3 : ℝ))
        ≤ |shiftedEnergy w D (madelungShift c N) - shiftedEnergy w D 0| ∧
      |shiftedEnergy w D (madelungShift c N) - shiftedEnergy w D 0|
        ≤ 2 * |c * gapResponse w D| * (N : ℝ) ^ (-(1 / 3 : ℝ)) := by
  have hR : 0 < gapResponse w D := by
    obtain ⟨k, hk⟩ := hpos
    exact Finset.sum_pos' (fun j _ => div_nonneg (hw j) (sq_nonneg _))
      ⟨k, Finset.mem_univ k, div_pos hk (pow_pos (hD k) 2)⟩
  have hL : 0 < |c * gapResponse w D| := abs_pos.2 (mul_ne_zero hc hR.ne')
  refine ⟨hL, ?_⟩
  have h := (error_limit w D hD (madelungShift_scaled c)).abs
  filter_upwards [h.eventually (lt_mem_nhds (half_lt_self hL)),
    h.eventually (gt_mem_nhds (show |c * gapResponse w D| < 2 * |c * gapResponse w D| by
      linarith)), eventually_ge_atTop 1] with N h1 h2 hN
  have hp : (0 : ℝ) ≤ (N : ℝ) ^ (-(1 / 3 : ℝ)) := Real.rpow_nonneg (Nat.cast_nonneg N) _
  -- undo the scaling by the cube root
  have he : |shiftedEnergy w D (madelungShift c N) - shiftedEnergy w D 0|
      = (N : ℝ) ^ (-(1 / 3 : ℝ)) * |(N : ℝ) ^ (1 / 3 : ℝ) *
        (shiftedEnergy w D (madelungShift c N) - shiftedEnergy w D 0)| := by
    rw [abs_mul, abs_of_nonneg (Real.rpow_nonneg (Nat.cast_nonneg N) (1 / 3 : ℝ)),
      ← mul_assoc, cubeRoot_cancel hN, one_mul]
  have h3 := mul_le_mul_of_nonneg_left h1.le hp
  have h4 := mul_le_mul_of_nonneg_left h2.le hp
  rw [← he] at h3 h4
  constructor <;> linarith
```

**Q:** Can I remove the error by subtracting $s_NR$?

**A:** The leading part, yes. What remains is of order $N^{-2/3}$, with the coefficient derived above. The proof squares the limit of the scaled shift, multiplies it by the $p=2$ sum, and inserts `energy_remainder`.

```lean
/-- For positive gaps, subtracting the linear response to the Madelung shift leaves an error
whose product with `N^(2/3)` tends to `-c²` times the sum of weights over cubed gaps. -/
theorem corrected_error_limit (w D : ι → ℝ) (hD : ∀ k, 0 < D k) (c : ℝ) :
    Tendsto (fun N : ℕ => (N : ℝ) ^ (2 / 3 : ℝ) *
      (shiftedEnergy w D (madelungShift c N) - shiftedEnergy w D 0
        - madelungShift c N * gapResponse w D)) atTop
      (𝓝 (-c ^ 2 * ∑ k, w k / D k ^ 3)) := by
  have hs := madelungShift_scaled c
  obtain ⟨hne, hsum⟩ := gap_sums_tendsto w D hD (shift_tendsto_zero hs) 2
  simp only [Nat.reduceAdd] at hsum
  refine ((hs.pow 2).neg.mul hsum).congr' ?_
  filter_upwards [hne] with N hN
  have hsq : (N : ℝ) ^ (2 / 3 : ℝ) = ((N : ℝ) ^ (1 / 3 : ℝ)) ^ 2 := by
    rw [← Real.rpow_natCast, ← Real.rpow_mul (Nat.cast_nonneg N)]
    norm_num
  rw [energy_remainder w D _ (fun k => (hD k).ne') hN, hsq]
  ring
```

**Q:** My MP2 code has orbitals and integrals, not abstract weights. Where are they?

**A:** The types `O` and `V` hold the occupied and virtual spin orbitals. An excitation is a quadruple $x=(i,j,a,b)$, with $i,j$ occupied and $a,b$ virtual. Its weight is $|v_{ijab}|^2/4$, where $v$ holds the antisymmetrised integrals; the quarter compensates for summing over all ordered quadruples. The theorem accepts any complex array `v`, so antisymmetry is part of the interpretation and not a hypothesis.

```lean
variable {O V : Type*} [Fintype O] [Fintype V]

/-- Weight of a double excitation `(i, j, a, b)` from antisymmetrised integrals `v`. -/
def pairWeight (v : O → O → V → V → ℂ) (x : O × O × V × V) : ℝ :=
  ‖v x.1 x.2.1 x.2.2.1 x.2.2.2‖ ^ 2 / 4
```

The gap is $\varepsilon_a+\varepsilon_b-\varepsilon_i-\varepsilon_j$.

```lean
/-- Gap of a double excitation: two virtual levels minus two occupied levels. -/
def pairGap (eo : O → ℝ) (ev : V → ℝ) (x : O × O × V × V) : ℝ :=
  ev x.2.2.1 + ev x.2.2.2 - eo x.1 - eo x.2.1
```

The energy is then the usual spin-orbital expression.

```lean
/-- Spin-orbital MP2 correlation energy, when `v` holds the antisymmetrised integrals and the
double-excitation gaps are nonzero. -/
def mp2Energy (v : O → O → V → V → ℂ) (eo : O → ℝ) (ev : V → ℝ) : ℝ :=
  -∑ x, pairWeight v x / pairGap eo ev x
```

**Q:** And if every occupied level moves by $\xi N^{-1/3}$?

**A:** Two occupied levels enter each gap, so it changes by $-2\xi N^{-1/3}$. That is the earlier model with $c=-2\xi$, and the scaled error tends to $-2\xi\sum_x w_x/D_x^2$. For $\xi>0$ the gaps shrink and the energy cannot rise at leading order. The hypothesis `hgap` puts every occupied level below every virtual one, as in an insulator, and so makes all pair gaps positive. The proof rewrites both MP2 energies as `shiftedEnergy` and applies `error_limit`.

```lean
/-- If all occupied levels lie below all virtual ones and are moved by `ξ N^(-1/3)`, the MP2
error times `N^(1/3)` tends to `-2ξ` times the sum of pair weights over squared gaps. -/
theorem mp2_madelung_limit (v : O → O → V → V → ℂ) (eo : O → ℝ) (ev : V → ℝ)
    (hgap : ∀ i a, eo i < ev a) (ξ : ℝ) :
    Tendsto (fun N : ℕ => (N : ℝ) ^ (1 / 3 : ℝ) *
      (mp2Energy v (fun i => eo i + madelungShift ξ N) ev - mp2Energy v eo ev)) atTop
      (𝓝 (-2 * ξ * gapResponse (pairWeight v) (pairGap eo ev))) := by
  have hD : ∀ x, 0 < pairGap eo ev x := fun x => by
    have h1 := hgap x.1 x.2.2.1
    have h2 := hgap x.2.1 x.2.2.2
    unfold pairGap
    linarith
  refine (error_limit (pairWeight v) _ hD (madelungShift_scaled (-2 * ξ))).congr fun N => ?_
  -- both occupied levels move, so the gap changes by minus twice the level shift
  have h1 : mp2Energy v (fun i => eo i + madelungShift ξ N) ev
      = shiftedEnergy (pairWeight v) (pairGap eo ev) (madelungShift (-2 * ξ) N) := by
    unfold mp2Energy shiftedEnergy
    congr 1
    refine Finset.sum_congr rfl fun x _ => ?_
    congr 1
    unfold pairGap madelungShift
    ring
  have h0 : mp2Energy v eo ev = shiftedEnergy (pairWeight v) (pairGap eo ev) 0 := by
    simp only [mp2Energy, shiftedEnergy, add_zero]
  rw [h1, h0]

end

end PeriodicMP2Madelung
```

```lean
#print axioms PeriodicMP2Madelung.energy_change
#print axioms PeriodicMP2Madelung.madelung_error_sharp
#print axioms PeriodicMP2Madelung.corrected_error_limit
#print axioms PeriodicMP2Madelung.mp2_madelung_limit
```

```
'PeriodicMP2Madelung.energy_change' depends on axioms: [propext, Classical.choice, Quot.sound]
'PeriodicMP2Madelung.madelung_error_sharp' depends on axioms: [propext, Classical.choice, Quot.sound]
'PeriodicMP2Madelung.corrected_error_limit' depends on axioms: [propext, Classical.choice, Quot.sound]
'PeriodicMP2Madelung.mp2_madelung_limit' depends on axioms: [propext, Classical.choice, Quot.sound]
```

**Q:** Here is my real objection. When I refine the mesh, the integrals, the levels and the number of excitations all change. You froze them.

**A:** Yes. The theorem isolates the effect of the shift. It doesn't give the total finite-size error of periodic MP2, and it doesn't establish a thermodynamic limit.

**Q:** Could it have been modelled with weights and gaps that depend on $N$?

**A:** It could. The set of excitations would grow with $N$, and term-by-term convergence would no longer suffice. With the energy counted per unit cell, natural conditions are nonnegative weights, a common lower bound $g>0$ on all gaps, and convergence of $R_N=\sum_k w_k^{(N)}/(D_k^{(N)})^2$ to some $R$. For $|s_N|<g$, the sum in the energy difference then differs from $R_N$ by at most $|s_N|R_N/(g-|s_N|)$, which vanishes. The same limit $cR$ would follow, by an argument that I have only sketched here. It would still compare shifted and unshifted energies on the same mesh, leaving the other finite-size errors untouched.

**Q:** Where would I meet the shift in an actual calculation?

**A:** Between the Hartree–Fock step and the MP2 denominators. The treatment of the exchange divergence decides whether the occupied energies include the Madelung correction or remain displaced. Some MP2 routines adjust these energies themselves; one that doesn't carries any displacement into its denominators. If the energies it would use are displaced by $\xi N^{-1/3}$, subtract that amount from the occupied levels before forming the denominators. In this model, with fixed integrals and levels, that removes the shift error completely, whereas subtracting the linear response afterwards leaves the $N^{-2/3}$ term.

**Q:** Then for an extrapolation in $N$ I should first check which occupied energies I am using.

**A:** Yes. With everything else fixed, an uncorrected shift alone contributes an $N^{-1/3}$ term whenever $\xi\ne0$ and some pair weight is positive.
